# Rotor-phase averaged spinning sidebands equal |F_n|²

## Two Fourier components

Take a periodic function with only two Fourier components,

f(x) = A + B exp(ix),

where A and B are complex numbers and x is the rotor angle. Let a crystallite that starts at rotor phase γ give the signal conj(f(γ)) f(γ+t), with time t also measured as rotor angle. Multiplying out,

conj(f(γ)) f(γ+t) = [|A|² + A conj(B) exp(−iγ)] + [|B|² + conj(A) B exp(iγ)] exp(it).

The two brackets are the amplitudes of the centreband and the first sideband. Each is complex in general, because of a cross term that depends on γ. The mean over γ removes both cross terms and leaves

g(t) = |A|² + |B|² exp(it).

The averaged amplitudes are the squared moduli of the Fourier coefficients of f. This holds for every continuous f of period 2π.

## The general case by hand

Write the n-th Fourier coefficient of f, for any integer n, as

F_n = (1/2π) ∫ exp(−int) f(t) dt, t from 0 to 2π.

The crystallites that differ only in their initial rotor phase form a carousel. Their averaged signal is

g(t) = (1/2π) ∫ conj(f(γ)) f(γ+t) dγ, γ from 0 to 2π.

First consider one crystallite. Its n-th sideband is

(1/2π) ∫ exp(−int) conj(f(γ)) f(γ+t) dt, t from 0 to 2π.

Substituting x = γ + t turns this into

conj(f(γ)) exp(inγ) · (1/2π) ∫ exp(−inx) f(x) dx, x from γ to γ+2π.

The integrand has period 2π, so the starting point of the turn is irrelevant, and the sideband is

conj(f(γ)) exp(inγ) F_n.

Next, the n-th coefficient of g is a double integral over t and γ. The integrand is continuous, so the order of integration may be exchanged, and the sideband of the average is the average of the sidebands:

(1/2π) ∫ conj(f(γ)) exp(inγ) dγ · F_n = conj(F_n) F_n = |F_n|².

The first factor is conj(F_n) because it is the complex conjugate of the integral that defines F_n.

If in addition |f| = 1 everywhere, then g(0) is the mean of |f(γ)|², which is 1. Parseval's identity equates the sum of all |F_n|² with the same mean, so the averaged sidebands sum to 1.

## The phase factor under magic-angle spinning

For a single spin whose precession frequency ω is modulated by the rotor, f is a phase factor exp(iΦ) with Φ′ = ω. With first and second rotor harmonics, and frequencies in units of the spinning frequency,

ω(x) = a₁ cos x + b₁ sin x + a₂ cos 2x + b₂ sin 2x,

Φ(x) = a₁ sin x − b₁ cos x + (a₂/2) sin 2x − (b₂/2) cos 2x.

Since conj(exp(iΦ(γ))) exp(iΦ(γ+t)) = exp(i[Φ(γ+t) − Φ(γ)]), the crystallite signal is the exponential of i times the phase accumulated from γ to γ+t.

Weak modulation shows the effect on signs. Let a₁ = a be small and the other three amplitudes zero. To leading order F₁ = a/2 and F₋₁ = −a/2, so the crystallite with γ = 0 has one positive and one negative first sideband. After averaging both equal a²/4, and the centreband is 1 − a²/2, to second order in a.

For a single spin with such a scalar frequency, a simulation can therefore obtain the γ-averaged sideband intensities from the Fourier coefficients of one phase factor, without a separate sum over γ.

## Signals and sidebands in Lean

```lean
import Mathlib

open MeasureTheory
open Complex (I)
open scoped Real ComplexConjugate

namespace MagicAngleSpinning

noncomputable section
```

The definition `sideband s n` is the normalised Fourier integral of a signal `s` over one rotor turn, so `sideband f n` is F_n. The sign convention assigns exp(int) to sideband n.

```lean
/-- The `n`-th spinning sideband of a signal `s`: its Fourier coefficient over one rotor turn,
with time measured as rotor angle. -/
def sideband (s : ℝ → ℂ) (n : ℤ) : ℂ :=
  1 / (2 * (π : ℂ)) * ∫ t in (0 : ℝ)..(2 * π), Complex.exp (-(n * t * I)) * s t
```

The next two definitions are the signal of one crystallite and its mean over γ, the function g above. They accept any function from the reals to the complex numbers; continuity, periodicity and unit modulus enter later as hypotheses.

```lean
/-- The signal of a crystallite that starts at rotor phase `γ`, for the function `f`. -/
def crystalliteSignal (f : ℝ → ℂ) (γ t : ℝ) : ℂ := conj (f γ) * f (γ + t)

/-- The carousel average: the mean of the crystallite signals over all initial rotor phases. -/
def carouselSignal (f : ℝ → ℂ) (t : ℝ) : ℂ :=
  1 / (2 * (π : ℂ)) * ∫ γ in (0 : ℝ)..(2 * π), crystalliteSignal f γ t
```

## The modulated frequency and its phase

The functions ω, Φ and exp(iΦ) become `masFrequency`, `masPhase` and `masFactor`. The four amplitudes are arbitrary real numbers and are not derived from a shielding tensor. There is no constant term in ω because the spin is taken to be on resonance at its isotropic shift, and because the magic angle removes the constant part of the anisotropic shift. The absence of this term is also what makes Φ periodic.

```lean
/-- A precession frequency with first and second rotor harmonics, in units of the spinning
frequency. -/
def masFrequency (a₁ b₁ a₂ b₂ x : ℝ) : ℝ :=
  a₁ * Real.cos x + b₁ * Real.sin x + a₂ * Real.cos (2 * x) + b₂ * Real.sin (2 * x)

/-- The periodic phase with first and second rotor harmonics. -/
def masPhase (a₁ b₁ a₂ b₂ x : ℝ) : ℝ :=
  a₁ * Real.sin x - b₁ * Real.cos x + a₂ / 2 * Real.sin (2 * x) - b₂ / 2 * Real.cos (2 * x)

/-- The phase factor belonging to `masPhase`. -/
def masFactor (a₁ b₁ a₂ b₂ x : ℝ) : ℂ := Complex.exp (masPhase a₁ b₁ a₂ b₂ x * I)
```

The theorem `mas_signal` identifies the crystallite signal with the exponential of i times the accumulated phase. In its proof, `hd` establishes Φ′ = ω term by term, and the fundamental theorem of calculus replaces the integral of ω by Φ(γ+t) − Φ(γ). The remaining lines combine the two exponentials.

```lean
/-- The crystallite signal built from `masFactor` is the exponential of `i` times the precession
phase accumulated between rotor angles `γ` and `γ + t`. -/
theorem mas_signal (a₁ b₁ a₂ b₂ γ t : ℝ) :
    crystalliteSignal (masFactor a₁ b₁ a₂ b₂) γ t =
      Complex.exp ((∫ x in γ..(γ + t), masFrequency a₁ b₁ a₂ b₂ x : ℝ) * I) := by
  have hd : ∀ x, HasDerivAt (masPhase a₁ b₁ a₂ b₂) (masFrequency a₁ b₁ a₂ b₂ x) x := by
    intro x
    have h2 : HasDerivAt (fun y : ℝ => 2 * y) 2 x := by
      simpa using (hasDerivAt_id' x).const_mul (2 : ℝ)
    exact (((((Real.hasDerivAt_sin x).const_mul a₁).fun_sub
      ((Real.hasDerivAt_cos x).const_mul b₁)).fun_add (h2.sin.const_mul (a₂ / 2))).fun_sub
      (h2.cos.const_mul (b₂ / 2))).congr_deriv (by unfold masFrequency; ring)
  have hω : Continuous (masFrequency a₁ b₁ a₂ b₂) := by
    unfold masFrequency
    fun_prop
  -- the accumulated phase is a difference of two values of the periodic phase
  rw [intervalIntegral.integral_eq_sub_of_hasDerivAt (fun x _ => hd x)
    (hω.intervalIntegrable _ _)]
  simp only [crystalliteSignal, masFactor]
  rw [← Complex.exp_conj, ← Complex.exp_add, map_mul, Complex.conj_ofReal, Complex.conj_I]
  congr 1
  push_cast
  ring
```

The phase factor is continuous, has period 2π and has modulus one for all values of the amplitudes. The general theorems below therefore apply to it.

```lean
/-- The phase factor `masFactor` is continuous, periodic over a rotor turn and of unit modulus. -/
theorem masFactor_witness (a₁ b₁ a₂ b₂ : ℝ) :
    Continuous (masFactor a₁ b₁ a₂ b₂) ∧
      Function.Periodic (masFactor a₁ b₁ a₂ b₂) (2 * π) ∧
      ∀ x, ‖masFactor a₁ b₁ a₂ b₂ x‖ = 1 := by
  refine ⟨?_, ?_, fun x => Complex.norm_exp_ofReal_mul_I _⟩
  · unfold masFactor masPhase
    fun_prop
  · intro x
    have h : 2 * (x + 2 * π) = 2 * x + 2 * π + 2 * π := by ring
    simp only [masFactor, masPhase, h, Real.sin_add_two_pi, Real.cos_add_two_pi]
```

## One crystallite

The theorem `sideband_crystallite` is the first step of the derivation and needs only periodicity. The proof shows in `hp` that exp(−inx) f(x) has period 2π, and uses this in `hs` to move the turn from its start at γ back to its start at 0. The identity `hi` takes the factor conj(f(γ)) exp(inγ) out of the integrand.

```lean
/-- For periodic `f`, the `n`-th sideband of a single crystallite is the `n`-th Fourier coefficient
of `f` times `conj (f γ) * exp (i n γ)`. -/
theorem sideband_crystallite {f : ℝ → ℂ} (hper : Function.Periodic f (2 * π)) (γ : ℝ) (n : ℤ) :
    sideband (crystalliteSignal f γ) n =
      conj (f γ) * Complex.exp (n * γ * I) * sideband f n := by
  have hp : Function.Periodic (fun x : ℝ => Complex.exp (-(n * x * I)) * f x) (2 * π) := by
    intro x
    have he : Complex.exp (-(n * ((x + 2 * π : ℝ) : ℂ) * I)) = Complex.exp (-(n * x * I)) := by
      rw [show -(n * ((x + 2 * π : ℝ) : ℂ) * I) =
        -(n * x * I) + ((-n : ℤ) : ℂ) * (2 * π * I) by push_cast; ring,
        Complex.exp_add, Complex.exp_int_mul_two_pi_mul_I, mul_one]
    simp only [he, hper x]
  -- an integral over a full turn does not depend on where the turn starts
  have hs : ∫ t in (0 : ℝ)..(2 * π), Complex.exp (-(n * ((γ + t : ℝ) : ℂ) * I)) * f (γ + t) =
      ∫ t in (0 : ℝ)..(2 * π), Complex.exp (-(n * t * I)) * f t := by
    have h1 := intervalIntegral.integral_comp_add_left (a := 0) (b := 2 * π)
      (fun x : ℝ => Complex.exp (-(n * x * I)) * f x) γ
    have h2 := hp.intervalIntegral_add_eq γ 0
    rw [add_zero] at h1
    rw [zero_add] at h2
    exact h1.trans h2
  have hi : ∀ t : ℝ, Complex.exp (-(n * t * I)) * crystalliteSignal f γ t =
      (conj (f γ) * Complex.exp (n * γ * I)) *
        (Complex.exp (-(n * ((γ + t : ℝ) : ℂ) * I)) * f (γ + t)) := by
    intro t
    have h : Complex.exp (-(n * t * I)) =
        Complex.exp (n * γ * I) * Complex.exp (-(n * ((γ + t : ℝ) : ℂ) * I)) := by
      rw [← Complex.exp_add]
      congr 1
      push_cast
      ring
    rw [h, crystalliteSignal]
    ring
  simp only [sideband, hi]
  rw [intervalIntegral.integral_const_mul, hs]
  ring
```

## Exchanging the two averages

The lemma `integral_swap` is Fubini's theorem for a continuous function on the square of side 2π. Integrability follows from continuity on a compact set.

```lean
/-- For continuous integrands the integrals over two rotor angles can be interchanged. -/
theorem integral_swap (F : ℝ → ℝ → ℂ) (hF : Continuous (Function.uncurry F)) :
    ∫ x in (0 : ℝ)..(2 * π), ∫ y in (0 : ℝ)..(2 * π), F x y =
      ∫ y in (0 : ℝ)..(2 * π), ∫ x in (0 : ℝ)..(2 * π), F x y := by
  simp only [intervalIntegral.integral_of_le Real.two_pi_pos.le]
  apply integral_integral_swap
  rw [Measure.prod_restrict]
  exact (hF.continuousOn.integrableOn_compact (isCompact_Icc.prod isCompact_Icc)).mono_set
    (Set.prod_mono Set.Ioc_subset_Icc_self Set.Ioc_subset_Icc_self)
```

Applied to exp(−int) conj(f(γ)) f(γ+t), it gives, for continuous f, the equality between the sideband of the averaged signal and the average of the crystallite sidebands. Here `hl` moves the exponential inside the integral over γ, and `hswap` exchanges the order.

```lean
/-- The sideband of the carousel average is the average of the crystallite sidebands. -/
theorem sideband_carousel_eq_average {f : ℝ → ℂ} (hc : Continuous f) (n : ℤ) :
    sideband (carouselSignal f) n =
      1 / (2 * (π : ℂ)) * ∫ γ in (0 : ℝ)..(2 * π), sideband (crystalliteSignal f γ) n := by
  have h1 : Continuous fun p : ℝ × ℝ => Complex.exp (-(n * p.1 * I)) := by fun_prop
  have h2 : Continuous fun x => conj (f x) := Complex.continuous_conj.comp hc
  have hswap : ∫ t in (0 : ℝ)..(2 * π), ∫ γ in (0 : ℝ)..(2 * π),
        Complex.exp (-(n * t * I)) * crystalliteSignal f γ t =
      ∫ γ in (0 : ℝ)..(2 * π), ∫ t in (0 : ℝ)..(2 * π),
        Complex.exp (-(n * t * I)) * crystalliteSignal f γ t :=
    integral_swap (fun t γ => Complex.exp (-(n * t * I)) * crystalliteSignal f γ t)
      (h1.mul ((h2.comp continuous_snd).mul (hc.comp (continuous_snd.add continuous_fst))))
  have hl : ∀ t : ℝ, Complex.exp (-(n * t * I)) * carouselSignal f t =
      1 / (2 * (π : ℂ)) * ∫ γ in (0 : ℝ)..(2 * π),
        Complex.exp (-(n * t * I)) * crystalliteSignal f γ t := by
    intro t
    rw [intervalIntegral.integral_const_mul, carouselSignal]
    ring
  simp only [sideband, hl]
  rw [intervalIntegral.integral_const_mul, intervalIntegral.integral_const_mul, hswap]
```

## The squared modulus

The main theorem, `sideband_carousel`, assumes that f is continuous and has period 2π. Its right-hand side is the real number ‖F_n‖² regarded as a complex number, so the equation contains both the vanishing of the imaginary part and the sign. Unit modulus is not required, in agreement with the two-component example, where |f| is constant only if A or B vanishes.

The proof first establishes `hconj`, the formula for conj(F_n) as an integral over γ. It then inserts the crystallite sidebands into the exchanged average, takes the constant F_n out of the integral and recognises conj(F_n) F_n.

```lean
/-- Every sideband of the carousel-averaged signal equals `|F_n|²`, the squared modulus of the
`n`-th Fourier coefficient of the continuous periodic function `f`. -/
theorem sideband_carousel {f : ℝ → ℂ} (hc : Continuous f)
    (hper : Function.Periodic f (2 * π)) (n : ℤ) :
    sideband (carouselSignal f) n = ((‖sideband f n‖ ^ 2 : ℝ) : ℂ) := by
  -- the average over the initial rotor phase produces the conjugate coefficient
  have hconj : conj (sideband f n) = 1 / (2 * (π : ℂ)) *
      ∫ γ in (0 : ℝ)..(2 * π), conj (f γ) * Complex.exp (n * γ * I) := by
    rw [sideband, map_mul, intervalIntegral.integral_of_le Real.two_pi_pos.le,
      intervalIntegral.integral_of_le Real.two_pi_pos.le, ← integral_conj]
    congr 1
    · simp
      exact Complex.ext (by simp) (by simp)
    · congr 1
      funext γ
      have hE : conj (Complex.exp (-(n * γ * I))) = Complex.exp (n * γ * I) := by
        rw [← Complex.exp_conj]
        congr 1
        simp
      rw [map_mul, hE]
      ring
  rw [sideband_carousel_eq_average hc]
  simp only [sideband_crystallite hper]
  rw [intervalIntegral.integral_mul_const, ← mul_assoc, ← hconj, Complex.conj_mul']
  exact (Complex.ofReal_pow _ _).symm
```

The average here runs over the rotor phase alone, at fixed values of the other two orientation angles. A full powder average would add a further integration with nonnegative weights, which preserves the sign of each sideband. The model has no relaxation, and its scalar frequency excludes interactions that fail to commute with themselves at different times, such as homonuclear dipolar coupling among several spins.

## Initial value and total intensity

At t = 0 every crystallite signal is |f(γ)|² = 1, and so is the mean. The theorem `carouselSignal_zero` needs only the unit modulus of f.

```lean
/-- For a phase factor of unit modulus the carousel-averaged signal starts at one. -/
theorem carouselSignal_zero {f : ℝ → ℂ} (hmod : ∀ x, ‖f x‖ = 1) : carouselSignal f 0 = 1 := by
  have hpi : (π : ℂ) ≠ 0 := by exact_mod_cast Real.pi_ne_zero
  have h : ∀ γ, crystalliteSignal f γ 0 = 1 := by
    intro γ
    rw [crystalliteSignal, add_zero, Complex.conj_mul', hmod]
    simp
  simp only [carouselSignal, h, intervalIntegral.integral_const, sub_zero, Complex.real_smul]
  push_cast
  field_simp
```

The last theorem assumes that f is continuous, has period 2π and has unit modulus. It states with `HasSum` that the averaged sidebands, taken over all integers n, form a convergent series with sum 1. In the proof, `hcoeff` matches `sideband` to Mathlib's Fourier coefficient on an interval, and `hL2` records that f is square-integrable over a turn. Parseval's identity then gives the sum of the ‖F_n‖², and `sideband_carousel` translates it into a sum of averaged sidebands.

```lean
/-- For a phase factor of unit modulus the carousel-averaged sidebands sum to one. -/
theorem hasSum_sideband_carousel {f : ℝ → ℂ} (hc : Continuous f)
    (hper : Function.Periodic f (2 * π)) (hmod : ∀ x, ‖f x‖ = 1) :
    HasSum (fun n : ℤ => sideband (carouselSignal f) n) 1 := by
  have hpi : (2 * (π : ℂ)) ≠ 0 := by exact_mod_cast Real.two_pi_pos.ne'
  have hcoeff : ∀ n : ℤ, fourierCoeffOn Real.two_pi_pos f n = sideband f n := by
    intro n
    rw [fourierCoeffOn_eq_integral, sideband, Complex.real_smul]
    congr 1
    · push_cast
      ring
    · apply intervalIntegral.integral_congr
      intro t _
      simp only [fourier_coe_apply, smul_eq_mul]
      congr 2
      push_cast
      rw [sub_zero, div_eq_iff hpi]
      ring
  have hL2 : MemLp f 2 (volume.restrict (Set.Ioc 0 (2 * π))) :=
    MemLp.of_bound hc.aestronglyMeasurable 1 (Filter.Eventually.of_forall fun x => (hmod x).le)
  -- Parseval's identity for the phase factor
  have hsum := hasSum_sq_fourierCoeffOn Real.two_pi_pos hL2
  simp only [hcoeff, hmod, one_pow, intervalIntegral.integral_const, smul_eq_mul, sub_zero,
    mul_one, inv_mul_cancel₀ Real.two_pi_pos.ne'] at hsum
  simp only [sideband_carousel hc hper]
  simpa using Complex.ofRealCLM.hasSum hsum

end

end MagicAngleSpinning
```

```lean
#print axioms MagicAngleSpinning.mas_signal
#print axioms MagicAngleSpinning.sideband_carousel_eq_average
#print axioms MagicAngleSpinning.carouselSignal_zero
#print axioms MagicAngleSpinning.hasSum_sideband_carousel
```

```
'MagicAngleSpinning.mas_signal' depends on axioms: [propext, Classical.choice, Quot.sound]
'MagicAngleSpinning.sideband_carousel_eq_average' depends on axioms: [propext, Classical.choice, Quot.sound]
'MagicAngleSpinning.carouselSignal_zero' depends on axioms: [propext, Classical.choice, Quot.sound]
'MagicAngleSpinning.hasSum_sideband_carousel' depends on axioms: [propext, Classical.choice, Quot.sound]
```
